# Shifts with pair correlation ±1 in a finite periodic ±1 spin pattern form a group, in which the translations preserving the pattern have index 1 or 2

## Symmetry read from correlations

The special shifts of a spin pattern can be defined by the symmetry of the pattern or by the values of its pair correlation. Here they are defined by the correlation alone, and their action on the pattern is proved.

Let $G$ be the finite abelian group of sites of a periodic supercell with one site per primitive cell, and let $N=|G|$. A decoration $\sigma$ assigns $\sigma(x)\in\{1,-1\}$ to each site $x$, for instance one value for each species of a binary alloy. Its pair correlation at shift $r\in G$ is

$$C(r)=\frac1N\sum_{x\in G}\sigma(x)\,\sigma(x+r).$$

Define two sets of shifts,

$$K=\{r: |C(r)|=1\},\qquad H=\{r: C(r)=1\}.$$

Both are subgroups of $G$. The elements of $H$ are exactly the translations that preserve $\sigma$, and $H$ has index 1 or 2 in $K$. The index is 2 exactly when some shift has $C(r)=-1$.

For such a binary supercell with a single sublattice, a nonzero shift with correlation 1 reveals that the supercell repeats a smaller cell. This is useful to know when structures are enumerated for a cluster expansion.

## A perfect average forces every site

Let $\varepsilon$ be $1$ or $-1$, and suppose $C(r)=\varepsilon$. Then

$$\sum_x\bigl(1-\varepsilon\,\sigma(x)\sigma(x+r)\bigr)=N-\varepsilon\cdot\varepsilon N=0.$$

Each term is 0 or 2, so every term vanishes and $\varepsilon\sigma(x)\sigma(x+r)=1$. Multiplying by $\varepsilon\sigma(x)$ gives

$$\sigma(x+r)=\varepsilon\,\sigma(x)\quad\text{for all }x.$$

Conversely, this relation makes every product $\sigma(x)\sigma(x+r)$ equal to $\varepsilon$, and hence also their average. Correlation 1 therefore means that the shift preserves the decoration, and correlation $-1$ means that it reverses every spin.

## Multiplication of correlations and the index

Let $|C(r)|=1$ and write $C(r)=\varepsilon$. For any shift $s$, the relation above at the site $x+s$ gives $\sigma(x+s+r)=\varepsilon\sigma(x+s)$, so

$$C(s+r)=\frac1N\sum_x\sigma(x)\,\varepsilon\,\sigma(x+s)=C(s)\,C(r).$$

Since $C(0)=1$, both sets contain 0. The product rule shows that they are closed under addition. Taking $s=-r$ gives $1=C(-r)C(r)$, so they are also closed under inverses.

If some $a$ has $C(a)=-1$, then $C(b+a)=-C(b)$ for every $b\in K$. Exactly one of $b$ and $b+a$ lies in $H$, so the index is 2. If no such $a$ exists, then $K=H$ and the index is 1.

A spin-reversing shift $r$ also fixes the total magnetization $M=\sum_x\sigma(x)$. Relabelling the sites gives $M=\sum_x\sigma(x+r)=-M$, hence $M=0$.

## Up, up, down, down on four sites

Take a ring of four sites with spins $1,1,-1,-1$. Then

$$C(1)=\tfrac14(1-1+1-1)=0,\qquad C(2)=\tfrac14(-1-1-1-1)=-1,$$

and $C(0)=1$, $C(3)=0$. So $K=\{0,2\}$ and $H=\{0\}$, with index 2. The shift by two sites reverses every spin, while the shift by one site is not in $K$.

## Reading the Lean statement

The type `G` with `AddCommGroup G` and `Fintype G` is the periodic supercell. Spins take values in `ℤˣ`, the invertible integers, which are just $1$ and $-1$, so no separate hypothesis restricts them. They are cast to real numbers in `pairCorr`, which is $C$.

The subgroups `extremalShifts σ` and `perfectShifts σ` are $K$ and $H$. Their type `AddSubgroup G` carries the proofs of the subgroup properties. The theorem `hidden_periodicity` states that membership in $H$ is equivalent to preserving the decoration, that $H\le K$, and that the index is 1 or 2. The expression `(perfectShifts σ).relIndex (extremalShifts σ)` is the index of $H\cap K$ in $K$, which is the ordinary index because $H\le K$.

The model covers two spin values and translations of a finite supercell. It does not treat several sublattices, three or more species, rotations, or correlations that are merely close to $\pm1$.

Another model would define $H$ as the group of translations that preserve $\sigma$. Its subgroup property would then be immediate, and the description by $C(r)=1$ would become a theorem about it. The index argument would still be needed.

```lean
import Mathlib

open Finset

namespace HiddenPeriodicity

noncomputable section

variable {G : Type*} [AddCommGroup G] [Fintype G]

/-- The pair correlation of a spin decoration at shift `r`, averaged over all sites of the
supercell. Spins take the values `1` and `-1`. -/
def pairCorr (σ : G → ℤˣ) (r : G) : ℝ :=
  (∑ x, ((σ x : ℤ) : ℝ) * ((σ (x + r) : ℤ) : ℝ)) / (Fintype.card G : ℝ)

/-- The pair correlation equals a sign `ε` exactly when the shift multiplies every spin
by `ε`. -/
theorem pairCorr_eq_sign_iff (σ : G → ℤˣ) (r : G) (ε : ℤˣ) :
    pairCorr σ r = ((ε : ℤ) : ℝ) ↔ ∀ x, σ (x + r) = ε * σ x := by
  have hN : (Fintype.card G : ℝ) ≠ 0 := Nat.cast_ne_zero.mpr Fintype.card_ne_zero
  constructor
  · intro h
    have hsum : ∑ x, ((σ x : ℤ) : ℝ) * ((σ (x + r) : ℤ) : ℝ)
        = ((ε : ℤ) : ℝ) * (Fintype.card G : ℝ) := by
      unfold pairCorr at h
      exact (div_eq_iff hN).mp h
    -- the deviations from perfect correlation are nonnegative and sum to zero
    have hzero : ∑ x, (1 - ((ε : ℤ) : ℝ) * (((σ x : ℤ) : ℝ) * ((σ (x + r) : ℤ) : ℝ))) = 0 := by
      rw [Finset.sum_sub_distrib, ← Finset.mul_sum, hsum]
      rcases Int.units_eq_one_or ε with h1 | h1 <;> simp [h1]
    have hnonneg : ∀ x ∈ (Finset.univ : Finset G),
        0 ≤ 1 - ((ε : ℤ) : ℝ) * (((σ x : ℤ) : ℝ) * ((σ (x + r) : ℤ) : ℝ)) := by
      intro x _
      rcases Int.units_eq_one_or ε with h1 | h1 <;>
      rcases Int.units_eq_one_or (σ x) with h2 | h2 <;>
      rcases Int.units_eq_one_or (σ (x + r)) with h3 | h3 <;>
      norm_num [h1, h2, h3]
    intro x
    have hx := (Finset.sum_eq_zero_iff_of_nonneg hnonneg).mp hzero x (Finset.mem_univ x)
    rcases Int.units_eq_one_or ε with h1 | h1 <;>
    rcases Int.units_eq_one_or (σ x) with h2 | h2 <;>
    rcases Int.units_eq_one_or (σ (x + r)) with h3 | h3 <;>
    first
      | (simp [h1, h2, h3]; done)
      | norm_num [h1, h2, h3] at hx
  · intro h
    have hterm : ∀ x, ((σ x : ℤ) : ℝ) * ((σ (x + r) : ℤ) : ℝ) = ((ε : ℤ) : ℝ) := by
      intro x
      rw [h x]
      rcases Int.units_eq_one_or (σ x) with h1 | h1 <;> simp [h1]
    unfold pairCorr
    rw [div_eq_iff hN, Finset.sum_congr rfl (fun x _ => hterm x), Finset.sum_const,
      Finset.card_univ, nsmul_eq_mul, mul_comm]

/-- The pair correlation is `1` exactly when the translation preserves the decoration. -/
theorem pairCorr_eq_one_iff (σ : G → ℤˣ) (r : G) :
    pairCorr σ r = 1 ↔ ∀ x, σ (x + r) = σ x := by
  simpa using pairCorr_eq_sign_iff σ r 1

/-- The pair correlation is `-1` exactly when the translation reverses every spin. -/
theorem pairCorr_eq_neg_one_iff (σ : G → ℤˣ) (r : G) :
    pairCorr σ r = -1 ↔ ∀ x, σ (x + r) = -σ x := by
  simpa using pairCorr_eq_sign_iff σ r (-1)

/-- If the correlation at `r` has absolute value `1`, then shifting further by `r` multiplies
the correlation at any shift `s` by the correlation at `r`. -/
theorem pairCorr_add (σ : G → ℤˣ) {r : G} (hr : |pairCorr σ r| = 1) (s : G) :
    pairCorr σ (s + r) = pairCorr σ s * pairCorr σ r := by
  -- the shift acts on the whole decoration by one global sign
  obtain ⟨ε, hε⟩ : ∃ ε : ℤˣ, pairCorr σ r = ((ε : ℤ) : ℝ) := by
    rcases (abs_eq (by norm_num : (0 : ℝ) ≤ 1)).mp hr with h | h
    · exact ⟨1, by simpa using h⟩
    · exact ⟨-1, by simpa using h⟩
  have h := (pairCorr_eq_sign_iff σ r ε).mp hε
  rw [hε]
  unfold pairCorr
  rw [div_mul_eq_mul_div, Finset.sum_mul]
  congr 1
  apply Finset.sum_congr rfl
  intro x _
  rw [← add_assoc, h (x + s), Units.val_mul, Int.cast_mul]
  ring

/-- The subgroup of shifts whose pair correlation has absolute value `1`. -/
def extremalShifts (σ : G → ℤˣ) : AddSubgroup G where
  carrier := {r | |pairCorr σ r| = 1}
  zero_mem' := by
    have h0 : pairCorr σ 0 = 1 := (pairCorr_eq_one_iff σ 0).mpr (fun x => by rw [add_zero])
    show |pairCorr σ 0| = 1
    rw [h0, abs_one]
  add_mem' := by
    intro a b ha hb
    have ha' : |pairCorr σ a| = 1 := ha
    have hb' : |pairCorr σ b| = 1 := hb
    show |pairCorr σ (a + b)| = 1
    rw [pairCorr_add σ hb' a, abs_mul, ha', hb', mul_one]
  neg_mem' := by
    intro a ha
    have ha' : |pairCorr σ a| = 1 := ha
    have h0 : pairCorr σ 0 = 1 := (pairCorr_eq_one_iff σ 0).mpr (fun x => by rw [add_zero])
    have h := pairCorr_add σ ha' (-a)
    rw [neg_add_cancel, h0] at h
    show |pairCorr σ (-a)| = 1
    have h2 : |pairCorr σ (-a) * pairCorr σ a| = 1 := by rw [← h, abs_one]
    rwa [abs_mul, ha', mul_one] at h2

/-- The subgroup of shifts whose pair correlation is exactly `1`. -/
def perfectShifts (σ : G → ℤˣ) : AddSubgroup G where
  carrier := {r | pairCorr σ r = 1}
  zero_mem' := (pairCorr_eq_one_iff σ 0).mpr (fun x => by rw [add_zero])
  add_mem' := by
    intro a b ha hb
    have ha' : pairCorr σ a = 1 := ha
    have hb' : pairCorr σ b = 1 := hb
    show pairCorr σ (a + b) = 1
    rw [pairCorr_add σ (by rw [hb', abs_one]) a, ha', hb', mul_one]
  neg_mem' := by
    intro a ha
    have h := (pairCorr_eq_one_iff σ a).mp ha
    refine (pairCorr_eq_one_iff σ (-a)).mpr (fun x => ?_)
    rw [← h (x + -a), neg_add_cancel_right]

/-- The perfectly correlated shifts have index two among the extremal ones exactly when some
shift has pair correlation `-1`. -/
theorem relIndex_eq_two_iff (σ : G → ℤˣ) :
    (perfectShifts σ).relIndex (extremalShifts σ) = 2 ↔ ∃ r, pairCorr σ r = -1 := by
  constructor
  · intro h2
    by_contra hne
    have hle : extremalShifts σ ≤ perfectShifts σ := by
      intro r hr
      rcases (abs_eq (by norm_num : (0 : ℝ) ≤ 1)).mp hr with h | h
      · exact h
      · exact absurd ⟨r, h⟩ hne
    have h1 := AddSubgroup.relIndex_eq_one.mpr hle
    omega
  · rintro ⟨a, ha⟩
    have haK : |pairCorr σ a| = 1 := by rw [ha, abs_neg, abs_one]
    rw [AddSubgroup.relIndex, AddSubgroup.index_eq_two_iff]
    refine ⟨⟨a, haK⟩, fun b => ?_⟩
    -- adding `a` flips the sign of the correlation
    have hflip := pairCorr_add σ haK (b : G)
    rw [ha] at hflip
    rcases (abs_eq (by norm_num : (0 : ℝ) ≤ 1)).mp b.2 with hb | hb
    · refine Or.inr ⟨hb, fun h => ?_⟩
      have h' : pairCorr σ ((b : G) + a) = 1 := h
      rw [hflip, hb] at h'
      norm_num at h'
    · refine Or.inl ⟨?_, fun h => ?_⟩
      · show pairCorr σ ((b : G) + a) = 1
        rw [hflip, hb]
        norm_num
      · have h' : pairCorr σ (b : G) = 1 := h
        rw [hb] at h'
        norm_num at h'

/-- The shifts with pair correlation `1` are the translations preserving the decoration, and
they form a subgroup of index one or two in the group of shifts with correlation `1` or `-1`. -/
theorem hidden_periodicity (σ : G → ℤˣ) :
    (∀ r, r ∈ perfectShifts σ ↔ ∀ x, σ (x + r) = σ x) ∧
    perfectShifts σ ≤ extremalShifts σ ∧
    ((perfectShifts σ).relIndex (extremalShifts σ) = 1 ∨
      (perfectShifts σ).relIndex (extremalShifts σ) = 2) := by
  refine ⟨fun r => pairCorr_eq_one_iff σ r, fun r hr => ?_, ?_⟩
  · have hr' : pairCorr σ r = 1 := hr
    show |pairCorr σ r| = 1
    rw [hr', abs_one]
  · by_cases hex : ∃ r, pairCorr σ r = -1
    · exact Or.inr ((relIndex_eq_two_iff σ).mpr hex)
    · refine Or.inl (AddSubgroup.relIndex_eq_one.mpr (fun r hr => ?_))
      rcases (abs_eq (by norm_num : (0 : ℝ) ≤ 1)).mp hr with h | h
      · exact h
      · exact absurd ⟨r, h⟩ hex

/-- If some shift has pair correlation `-1`, the total magnetization of the supercell
vanishes. -/
theorem magnetization_eq_zero (σ : G → ℤˣ) {r : G} (hr : pairCorr σ r = -1) :
    ∑ x, (σ x : ℤ) = 0 := by
  have h := (pairCorr_eq_neg_one_iff σ r).mp hr
  have h1 : ∑ x, (σ (x + r) : ℤ) = ∑ x, (σ x : ℤ) :=
    Equiv.sum_comp (Equiv.addRight r) (fun x => (σ x : ℤ))
  have h2 : ∑ x, (σ (x + r) : ℤ) = -∑ x, (σ x : ℤ) := by
    rw [← Finset.sum_neg_distrib]
    exact Finset.sum_congr rfl (fun x _ => by rw [h x, Units.val_neg])
  linarith

/-- The pattern up, up, down, down on a ring of four sites. -/
def doubleLayer (x : ZMod 4) : ℤˣ := if x = 0 ∨ x = 1 then 1 else -1

/-- For the pattern up, up, down, down the index is two, and the shift by one site is not
extremal. -/
theorem doubleLayer_index_two :
    (perfectShifts doubleLayer).relIndex (extremalShifts doubleLayer) = 2 ∧
    (1 : ZMod 4) ∉ extremalShifts doubleLayer := by
  constructor
  · exact (relIndex_eq_two_iff doubleLayer).mpr
      ⟨2, (pairCorr_eq_neg_one_iff doubleLayer 2).mpr (by unfold doubleLayer; decide)⟩
  · intro h
    rcases (abs_eq (by norm_num : (0 : ℝ) ≤ 1)).mp h with h1 | h1
    · exact absurd ((pairCorr_eq_one_iff doubleLayer 1).mp h1) (by unfold doubleLayer; decide)
    · exact absurd ((pairCorr_eq_neg_one_iff doubleLayer 1).mp h1)
        (by unfold doubleLayer; decide)

end

end HiddenPeriodicity
```

```lean
#print axioms HiddenPeriodicity.hidden_periodicity
-- 'HiddenPeriodicity.hidden_periodicity' depends on axioms: [propext, Classical.choice, Quot.sound]
#print axioms HiddenPeriodicity.magnetization_eq_zero
-- 'HiddenPeriodicity.magnetization_eq_zero' depends on axioms: [propext, Classical.choice, Quot.sound]
#print axioms HiddenPeriodicity.doubleLayer_index_two
-- 'HiddenPeriodicity.doubleLayer_index_two' depends on axioms: [propext, Classical.choice, Quot.sound]
```

## How the proof follows the derivation

The lemma `pairCorr_eq_sign_iff` carries the argument from the average to the single site. In it, `hzero` is the vanishing sum and `hnonneg` the sign of its terms, checked by running through the values of $\varepsilon$, $\sigma(x)$ and $\sigma(x+r)$. `Finset.sum_eq_zero_iff_of_nonneg` then makes each term zero. In the last case split, either the desired relation holds or the vanishing term is contradicted. The next two theorems are the cases $\varepsilon=1$ and $\varepsilon=-1$.

`pairCorr_add` is the product rule. It extracts the global sign $\varepsilon$ and compares the two sums term by term. The subgroup definitions use it for closure under addition. For inverses, `extremalShifts` uses the product rule at $-a$, while `perfectShifts` uses the translation description directly.

In `relIndex_eq_two_iff`, the forward direction assumes that no correlation equals $-1$. Then $K\le H$, so the index is 1, a contradiction. The reverse direction uses `AddSubgroup.index_eq_two_iff`, which asks for an element $a$ such that exactly one of $b+a$ and $b$ lies in $H$ for every $b\in K$. The sign flip `hflip` supplies this. `hidden_periodicity` then distinguishes whether a shift with correlation $-1$ exists.

`magnetization_eq_zero` relabels the sum with `Equiv.sum_comp` and compares it with its negative. For the four-site ring, `doubleLayer_index_two` translates correlations into relations between spins, which `decide` checks site by site.
